# Particle-hole duality of the canonical partition function for non-interacting fermions

## Configurations as sets of occupied modes

A many-fermion configuration is modelled here as the set of modes that are occupied. A set contains each mode at most once, so the Pauli principle is built in, and so is the indistinguishability of the particles. A mode is a one-particle eigenstate, with spin included in its label.

Let there be $M$ modes with real energies $e_i$, and let $b=1/(k_BT)$ be the inverse temperature, with $T$ the temperature and $k_B$ Boltzmann's constant. Without interactions, the energy of a configuration $s$ is the sum of its mode energies, and its Boltzmann weight is

$$w_e(s)=\exp\Big(-b\sum_{i\in s}e_i\Big).$$

The canonical partition function of $N$ fermions is $Z_N(e)=\sum_{|s|=N}w_e(s)$.

One could also start from a Hamiltonian on Fock space and define $Z_N$ as a trace over its $N$-particle sector. The duality would then come from a unitary map exchanging creation and annihilation operators, and the subset sum would itself need a proof. With sets, that reduction is part of the definition.

## Counting holes instead of particles

Let $K$ be the number of empty modes, so that $N+K=M$, and let $E=\sum_i e_i$ be the energy of the completely filled system. The duality is

$$Z_N(e)=e^{-bE}\,Z_K(-e).$$

To derive it, describe each $N$-particle configuration by its set of holes $t$, so that $s=t^c$. Complementation matches the $N$-element sets one to one with the $K$-element sets. Since $\sum_{i\in t^c}e_i=E-\sum_{i\in t}e_i$,

$$w_e(t^c)=e^{-bE}\exp\Big(-b\sum_{i\in t}(-e_i)\Big)=e^{-bE}\,w_{-e}(t).$$

Summing over all $t$ with $|t|=K$ gives the result. A nearly filled set of non-interacting levels can therefore be treated as a system of a few holes.

## Free energy and occupations

For $b\neq0$ the Helmholtz free energy is $F_N(e)=-\log Z_N(e)/b$. Taking the logarithm of the duality gives $\log Z_N(e)=-bE+\log Z_K(-e)$, and division by $-b$ yields

$$F_N(e)=E+F_K(-e).$$

The mean occupation $n_k(e,N)$ is the total weight of the $N$-particle configurations containing $k$, divided by $Z_N(e)$. Mode $k$ is occupied exactly when it carries no hole, so the numerator is

$$e^{-bE}\sum_{|t|=K,\;k\notin t}w_{-e}(t)
=e^{-bE}\Big(Z_K(-e)-\sum_{|t|=K,\;k\in t}w_{-e}(t)\Big).$$

Dividing by $Z_N(e)=e^{-bE}Z_K(-e)$, which is positive, gives

$$n_k(e,N)=1-n_k(-e,K).$$

## Spectra symmetric about zero

Suppose a permutation $\sigma$ of the modes satisfies $e_{\sigma(k)}=-e_k$ for every $k$. This condition stands for the pairing of levels at $\pm\varepsilon$ found in bipartite hopping models without on-site energies. It is assumed here, not derived from a hopping matrix.

Relabelling the sum gives $E=\sum_k e_{\sigma(k)}=-E$, hence $E=0$. Also $w_{-e}(s)=w_e(\sigma(s))$, and $\sigma$ permutes the $K$-element sets, so $Z_K(-e)=Z_K(e)$. The duality becomes

$$Z_N(e)=Z_K(e).$$

Because $k\in s$ exactly when $\sigma(k)\in\sigma(s)$, the same relabelling gives $n_k(-e,K)=n_{\sigma(k)}(e,K)$, and therefore

$$n_k(e,N)+n_{\sigma(k)}(e,K)=1.$$

At half filling, $N=K$, the occupations of two partner modes in the same system add up to one.

## The statement in Lean

The modes are the elements of a finite type `ι`, the energies are a function `e : ι → ℝ`, and `-e` negates every energy. The expression `powersetCard N univ` is the collection of all $N$-element sets of modes. The definitions `weight`, `canonicalZ`, `freeEnergy` and `occupation` are $w_e$, $Z_N$, $F_N$ and $n_k$.

The hypothesis `h : N + K = Fintype.card ι` says that particles and holes together exhaust the modes. It implies $N\le M$ and avoids subtraction of natural numbers. The extreme fillings $N=0$ and $N=M$ are included.

The inverse temperature may be any real number, including a negative one; only the free-energy theorem requires `b ≠ 0`. The particle number is fixed, so no chemical potential appears. Interactions and infinitely many modes are not covered.

```lean
import Mathlib

open Finset

namespace FermionParticleHole

noncomputable section

variable {ι : Type*} [Fintype ι] [DecidableEq ι]

/-- Boltzmann weight of the configuration in which exactly the modes in `s` are occupied. -/
def weight (b : ℝ) (e : ι → ℝ) (s : Finset ι) : ℝ :=
  Real.exp (-b * ∑ i ∈ s, e i)

/-- Canonical partition function of `N` non-interacting fermions in modes of energies `e`. -/
def canonicalZ (b : ℝ) (e : ι → ℝ) (N : ℕ) : ℝ :=
  ∑ s ∈ powersetCard N (univ : Finset ι), weight b e s

/-- Helmholtz free energy of `N` fermions at inverse temperature `b`. -/
def freeEnergy (b : ℝ) (e : ι → ℝ) (N : ℕ) : ℝ :=
  -Real.log (canonicalZ b e N) / b

/-- Canonical mean occupation of mode `k` in the `N`-fermion system. -/
def occupation (b : ℝ) (e : ι → ℝ) (N : ℕ) (k : ι) : ℝ :=
  (∑ s ∈ powersetCard N (univ : Finset ι), if k ∈ s then weight b e s else 0) /
    canonicalZ b e N

/-- A sum over `N`-particle configurations is a sum over the configurations of the
`K` holes, where `N + K` is the number of modes. -/
theorem sum_over_holes {N K : ℕ} (h : N + K = Fintype.card ι) (f : Finset ι → ℝ) :
    ∑ s ∈ powersetCard N (univ : Finset ι), f s =
      ∑ t ∈ powersetCard K (univ : Finset ι), f tᶜ := by
  refine Finset.sum_nbij' (fun s => sᶜ) (fun t => tᶜ) ?_ ?_ ?_ ?_ ?_
  · intro s hs
    simp only [Finset.mem_powersetCard_univ, Finset.card_compl] at hs ⊢
    omega
  · intro s hs
    simp only [Finset.mem_powersetCard_univ, Finset.card_compl] at hs ⊢
    omega
  · intro s _
    simp
  · intro s _
    simp
  · intro s _
    simp

/-- The weight of a configuration with holes `t` is the weight of the completely filled
system times the weight of `t` occupied by particles of negated energies. -/
theorem weight_compl (b : ℝ) (e : ι → ℝ) (t : Finset ι) :
    weight b e tᶜ = Real.exp (-b * ∑ i, e i) * weight b (-e) t := by
  have hsum := Finset.sum_add_sum_compl t e
  unfold weight
  rw [← Real.exp_add]
  congr 1
  simp only [Pi.neg_apply, Finset.sum_neg_distrib]
  linear_combination (-b) * hsum

omit [DecidableEq ι] in
/-- The canonical partition function is positive when the particles fit into the modes. -/
theorem canonicalZ_pos (b : ℝ) (e : ι → ℝ) {N : ℕ} (h : N ≤ Fintype.card ι) :
    0 < canonicalZ b e N := by
  refine Finset.sum_pos (fun s _ => Real.exp_pos _) ?_
  exact Finset.powersetCard_nonempty.2 (by rw [Finset.card_univ]; exact h)

/-- Particle-hole duality: the partition function of `N` fermions is the Boltzmann factor of the
filled system times the partition function of the `K` holes with negated mode energies, where `N +
K` is the number of modes. -/
theorem particle_hole_duality (b : ℝ) (e : ι → ℝ) {N K : ℕ}
    (h : N + K = Fintype.card ι) :
    canonicalZ b e N = Real.exp (-b * ∑ i, e i) * canonicalZ b (-e) K := by
  unfold canonicalZ
  rw [sum_over_holes h, Finset.mul_sum]
  exact Finset.sum_congr rfl fun t _ => weight_compl b e t

/-- The free energy of `N` fermions is the energy of the filled system plus the free energy
of the `K` holes with negated mode energies. -/
theorem freeEnergy_duality {b : ℝ} (hb : b ≠ 0) (e : ι → ℝ) {N K : ℕ}
    (h : N + K = Fintype.card ι) :
    freeEnergy b e N = ∑ i, e i + freeEnergy b (-e) K := by
  have hz : 0 < canonicalZ b (-e) K := canonicalZ_pos b (-e) (by omega)
  unfold freeEnergy
  rw [particle_hole_duality b e h, Real.log_mul (Real.exp_ne_zero _) hz.ne', Real.log_exp]
  field_simp
  ring

/-- The mean occupation of a mode by particles is one minus its mean occupation by holes,
the holes having negated mode energies. -/
theorem occupation_duality (b : ℝ) (e : ι → ℝ) {N K : ℕ}
    (h : N + K = Fintype.card ι) (k : ι) :
    occupation b e N k = 1 - occupation b (-e) K k := by
  have hz : 0 < canonicalZ b (-e) K := canonicalZ_pos b (-e) (by omega)
  -- mode `k` is occupied exactly when it carries no hole
  have num : (∑ s ∈ powersetCard N (univ : Finset ι), if k ∈ s then weight b e s else 0) =
      Real.exp (-b * ∑ i, e i) * (canonicalZ b (-e) K -
        ∑ t ∈ powersetCard K (univ : Finset ι), if k ∈ t then weight b (-e) t else 0) := by
    unfold canonicalZ
    rw [sum_over_holes h, ← Finset.sum_sub_distrib, Finset.mul_sum]
    refine Finset.sum_congr rfl fun t _ => ?_
    by_cases hk : k ∈ t <;> simp [hk, weight_compl]
  unfold occupation
  rw [num, particle_hole_duality b e h, mul_div_mul_left _ _ (Real.exp_ne_zero _),
    sub_div, div_self hz.ne']

omit [DecidableEq ι] in
/-- A sum over `N`-particle configurations is unchanged when the modes are permuted. -/
theorem sum_relabel (σ : Equiv.Perm ι) (N : ℕ) (f : Finset ι → ℝ) :
    ∑ s ∈ powersetCard N (univ : Finset ι), f (s.map σ.toEmbedding) =
      ∑ s ∈ powersetCard N (univ : Finset ι), f s := by
  refine Finset.sum_nbij' (fun s => s.map σ.toEmbedding)
    (fun s => s.map σ.symm.toEmbedding) ?_ ?_ ?_ ?_ ?_
  · intro s hs
    simpa only [Finset.mem_powersetCard_univ, Finset.card_map] using hs
  · intro s hs
    simpa only [Finset.mem_powersetCard_univ, Finset.card_map] using hs
  · intro s _
    ext x
    simp only [Finset.mem_map_equiv, Equiv.symm_symm, Equiv.symm_apply_apply]
  · intro s _
    ext x
    simp only [Finset.mem_map_equiv, Equiv.symm_symm, Equiv.apply_symm_apply]
  · intro s _
    rfl

/-- If a permutation of the modes reverses every energy, then `N` particles and `K` particles
have the same partition function, where `N + K` is the number of modes. -/
theorem canonicalZ_symmetric_spectrum (b : ℝ) (e : ι → ℝ) (σ : Equiv.Perm ι)
    (hσ : ∀ k, e (σ k) = -e k) {N K : ℕ} (h : N + K = Fintype.card ι) :
    canonicalZ b e N = canonicalZ b e K := by
  -- the energies of a symmetric spectrum add up to zero
  have hsum : ∑ i, e i = 0 := by
    have h1 := Equiv.sum_comp σ e
    simp only [hσ, Finset.sum_neg_distrib] at h1
    linarith
  rw [particle_hole_duality b e h, hsum, mul_zero, Real.exp_zero, one_mul]
  refine (Finset.sum_congr rfl fun s _ => ?_).trans (sum_relabel σ K (weight b e))
  simp [weight, Finset.sum_map, hσ]

/-- If a permutation `σ` of the modes reverses every energy, the occupation of `k` with `N`
particles and that of `σ k` with `K` particles add up to one. -/
theorem occupation_symmetric_spectrum (b : ℝ) (e : ι → ℝ) (σ : Equiv.Perm ι)
    (hσ : ∀ k, e (σ k) = -e k) {N K : ℕ} (h : N + K = Fintype.card ι) (k : ι) :
    occupation b e N k + occupation b e K (σ k) = 1 := by
  have hw : ∀ s : Finset ι, weight b e (s.map σ.toEmbedding) = weight b (-e) s := by
    intro s
    simp [weight, Finset.sum_map, hσ]
  -- negating the energies amounts to relabelling the modes by `σ`
  have hocc : occupation b (-e) K k = occupation b e K (σ k) := by
    unfold occupation
    congr 1
    · refine (Finset.sum_congr rfl fun s _ => ?_).trans
        (sum_relabel σ K (fun s => if σ k ∈ s then weight b e s else 0))
      by_cases hk : k ∈ s <;> simp [hk, hw]
    · exact (Finset.sum_congr rfl fun s _ => (hw s).symm).trans
        (sum_relabel σ K (weight b e))
  rw [occupation_duality b e h k, hocc]
  ring

/-- Exchanging the two modes of energies `t` and `-t` reverses every energy. -/
theorem symmetric_spectrum_witness (t : ℝ) (k : Fin 2) :
    (![t, -t] : Fin 2 → ℝ) (Equiv.swap 0 1 k) = -(![t, -t] : Fin 2 → ℝ) k := by
  fin_cases k <;> simp

end

end FermionParticleHole
```

```lean
#print axioms FermionParticleHole.particle_hole_duality
#print axioms FermionParticleHole.freeEnergy_duality
#print axioms FermionParticleHole.canonicalZ_symmetric_spectrum
#print axioms FermionParticleHole.occupation_symmetric_spectrum
```

```
'FermionParticleHole.particle_hole_duality' depends on axioms: [propext, Classical.choice, Quot.sound]
'FermionParticleHole.freeEnergy_duality' depends on axioms: [propext, Classical.choice, Quot.sound]
'FermionParticleHole.canonicalZ_symmetric_spectrum' depends on axioms: [propext, Classical.choice, Quot.sound]
'FermionParticleHole.occupation_symmetric_spectrum' depends on axioms: [propext, Classical.choice, Quot.sound]
```

## How the proof follows the derivation

`sum_over_holes` is the change from particles to holes. The lemma `Finset.sum_nbij'` takes complementation as the map in both directions. It then asks that the set sizes match, which `omega` obtains from `h`, that the two maps undo each other, and that the summands agree.

`weight_compl` is the identity for a single configuration. It starts from the splitting of $E$ into the sums over $t$ and $t^c$, merges the two exponentials, and compares exponents with `linear_combination`. `particle_hole_duality` rewrites the sum with `sum_over_holes`, moves the common factor inside the sum, and applies `weight_compl` term by term.

`canonicalZ_pos` shows that $Z_N>0$ whenever $N\le M$: every weight is positive and at least one configuration exists. `freeEnergy_duality` needs this to split the logarithm of the product, and `occupation_duality` needs it to cancel $Z_K(-e)$. In the latter, the intermediate result `num` is the numerator formula above, proved by distinguishing whether $k$ belongs to $t$.

`sum_relabel` says that permuting the modes leaves a sum over $N$-element sets unchanged; its bijection is the image under $\sigma$, with inverse $\sigma^{-1}$. `canonicalZ_symmetric_spectrum` first proves $E=0$ and then relabels. `occupation_symmetric_spectrum` relabels the numerator and denominator separately before applying `occupation_duality`.

Finally, `symmetric_spectrum_witness` checks the symmetry condition for two modes of energies $t$ and $-t$ (here $t$ is a real number), with $\sigma$ the exchange of the two. For one particle in these modes, both sides of the duality are $e^{-bt}+e^{bt}$.
